# The first-order relative change of a plane spacing under homogeneous strain is $u^{T}Eu$

## One row of planes, then a shear

In one dimension the planes of a nonzero number $g$ are the points $x$ with $gx=2\pi m$, $m$ an integer, and their spacing is $2\pi/|g|$. Stretch the line by $x\mapsto(1+te)x$, where $e$ is a fixed rate and $t$ a small parameter. The points now belong to $g/(1+te)$, so near $t=0$ the spacing is

$$d(t)=\frac{2\pi}{|g|}(1+te),\qquad d'(0)=d(0)\,e .$$

The reciprocal vector shrinks as the spacing grows.

In two dimensions direction enters. Take $g=(\gamma,0)$ with $\gamma>0$ and the shear $(x_1,x_2)\mapsto(x_1+tx_2,\,x_2)$. The reciprocal vector becomes $(\gamma,-t\gamma)$, and $d(t)=d(0)/\sqrt{1+t^2}$. The planes tilt, but their spacing has zero derivative at $t=0$. To first order, only stretching along the plane normal counts.

## The general statement and its Lean form

Let $g\neq0$ be a vector in $\mathbb R^N$, $u=g/|g|$ its unit normal and $E$ any real $N\times N$ matrix. Under the deformation $x\mapsto(I+tE)x$ the spacing is

$$d(t)=\frac{2\pi}{\left|\left((I+tE)^{-1}\right)^{T}g\right|},\qquad d'(0)=d(0)\,u^{T}Eu .$$

Here $E$ is a displacement gradient and need not be symmetric. For a uniform expansion, $E=eI$, every spacing has relative rate $e$.

In Lean, vectors are functions `ι → ℝ` on a finite index set. The Euclidean length is defined separately as `len`, because the built-in norm on this type is the maximum norm. The other definitions are:

- `latticePlane g m` is the set $g\cdot x=2\pi m$, which fixes the convention with $2\pi$.
- `planeSpacing g` is $2\pi/|g|$, and `unitNormal g` is $u$.
- `deformedRecip F g` is $(F^{-1})^{T}g$, the reciprocal vector after $x\mapsto Fx$.

The main theorem, `hasDerivAt_planeSpacing`, says that $u\cdot u=1$ and that $d$ is differentiable at $t=0$ with the derivative above. Its only hypothesis is `g ≠ 0`: a zero vector defines no family of planes.

The vector $g$ may be any nonzero real vector; no particular lattice is fixed. The deformation is homogeneous, so strain gradients, defects and the forces that cause the strain are absent. Within this first-order, homogeneous model, the result gives the shift of a plane spacing seen in diffraction, or in a simulation cell under small strain.

## From adjacent planes to the derivative

**The spacing.** Let $x$ lie on plane $m$ and $y$ on plane $m+1$. Then $g\cdot(y-x)=2\pi$, and Cauchy–Schwarz gives $2\pi\le|g|\,|y-x|$. Equality holds for

$$x=\frac{2\pi m}{g\cdot g}\,g,\qquad y=\frac{2\pi(m+1)}{g\cdot g}\,g,$$

so the least distance is $2\pi/|g|$.

**The deformed planes.** For invertible $F$,

$$(F^{-T}g)\cdot(Fx)=g\cdot(F^{-1}Fx)=g\cdot x .$$

Each plane of $g$ is therefore carried into the plane of $F^{-T}g$ with the same index. Every point $y$ of the new plane is reached, from $x=F^{-1}y$.

**The reciprocal vector.** Put $k(t)=(I+tE)^{-T}g$. The determinant of $I+tE$ is continuous and equals 1 at $t=0$, so the matrix is invertible near $t=0$. There $(I+tE)^{T}k(t)=g$, that is,

$$k(t)=g-tE^{T}k(t),\qquad \frac{k(t)-k(0)}{t}=-E^{T}k(t)\quad(t\ne0).$$

Matrix inversion is continuous at $I$, so $k(t)\to g$ and $k'(0)=-E^{T}g$.

**The spacing again.** Let $q(t)=k(t)\cdot k(t)$. Then

$$q'(0)=2g\cdot(-E^{T}g)=-2\,g^{T}Eg .$$

Since $d=2\pi q^{-1/2}$,

$$d'(0)=-\pi\,q(0)^{-3/2}q'(0)=\frac{2\pi}{|g|}\,\frac{g^{T}Eg}{|g|^2}=d(0)\,u^{T}Eu .$$

## Which displacement gradients leave every spacing stationary

Because $d(0)>0$, all spacings are stationary at first order exactly when $g^{T}Eg=0$ for every $g$. If $E^{T}=-E$, then $g^{T}Eg=(E^{T}g)\cdot g=-g^{T}Eg$, so it vanishes. Conversely, the basis vector $e_i$ gives $E_{ii}=0$, and $e_i+e_j$ then gives $E_{ij}+E_{ji}=0$. Hence $E$ is antisymmetric.

Such an $E$ generates rotations, but $I+tE$ is not itself a rotation unless $tE=0$. In the plane, with $E=\begin{pmatrix}0&-1\\1&0\end{pmatrix}$, every spacing grows by the factor $\sqrt{1+t^2}$, a second-order effect.

## Simple shear at finite size

Deformation twinning is commonly modelled by a simple shear $F=I+s\,an^{T}$, with $a$ along the shear direction, $n$ normal to the shear plane and $a\cdot n=0$. Neither vector has to be normalised. Since $(an^{T})^2=(n\cdot a)\,an^{T}=0$,

$$(I+s\,an^{T})(I-s\,an^{T})=I,\qquad F^{-T}g=g-s(g\cdot a)\,n .$$

This holds for every $s$. If $s\ne0$ and $n\ne0$, then $g$ is unchanged exactly when $g\cdot a=0$, that is, when the planes of $g$ contain the shear direction or $a=0$. Whether the sheared lattice is a twin of the original is a further question, which depends on the lattice.

The condition $a\cdot n=0$ matters. In one dimension take $a=n=s=1$. Then $F=2$ and the true reciprocal vector is $g/2$, whereas the shear formula would give $0$.

## The Lean file

```lean
import Mathlib

open Matrix
open scoped Real Topology

namespace StrainedPlaneSpacing

noncomputable section

variable {ι : Type*} [Fintype ι] [DecidableEq ι]

/-- The Euclidean length of a vector. -/
def len (v : ι → ℝ) : ℝ := √(v ⬝ᵥ v)

/-- The plane with integer index `m` in the family of the reciprocal vector `g`. -/
def latticePlane (g : ι → ℝ) (m : ℤ) : Set (ι → ℝ) := {x | g ⬝ᵥ x = 2 * π * (m : ℝ)}

/-- The plane spacing `2π/|g|`, for a nonzero reciprocal vector `g`. -/
def planeSpacing (g : ι → ℝ) : ℝ := 2 * π / len g

/-- The normal `g/|g|` of the planes, for a nonzero reciprocal vector `g`. -/
def unitNormal (g : ι → ℝ) : ι → ℝ := (len g)⁻¹ • g

/-- The reciprocal vector after a deformation `x ↦ F x`, for invertible `F`. -/
def deformedRecip (F : Matrix ι ι ℝ) (g : ι → ℝ) : ι → ℝ := (F⁻¹)ᵀ *ᵥ g

omit [DecidableEq ι] in
/-- A nonzero vector has positive squared length. -/
theorem dot_self_pos {g : ι → ℝ} (hg : g ≠ 0) : 0 < g ⬝ᵥ g :=
  lt_of_le_of_ne (Finset.sum_nonneg fun i _ => mul_self_nonneg (g i))
    (Ne.symm (mt dotProduct_self_eq_zero.1 hg))

omit [DecidableEq ι] in
/-- The plane spacing is the least distance between points of two adjacent planes. -/
theorem planeSpacing_isLeast {g : ι → ℝ} (hg : g ≠ 0) (m : ℤ) :
    IsLeast {r | ∃ x ∈ latticePlane g m, ∃ y ∈ latticePlane g (m + 1), r = len (y - x)}
      (planeSpacing g) := by
  have hq := dot_self_pos hg
  have hr : 0 < √(g ⬝ᵥ g) := Real.sqrt_pos.2 hq
  have hrr := Real.mul_self_sqrt hq.le
  refine ⟨⟨(2 * π * (m : ℝ) / (g ⬝ᵥ g)) • g, ?_,
    (2 * π * ((m : ℝ) + 1) / (g ⬝ᵥ g)) • g, ?_, ?_⟩, ?_⟩
  · change g ⬝ᵥ _ = 2 * π * (m : ℝ)
    rw [dotProduct_smul, smul_eq_mul, div_mul_cancel₀ _ hq.ne']
  · change g ⬝ᵥ _ = 2 * π * ((m + 1 : ℤ) : ℝ)
    rw [dotProduct_smul, smul_eq_mul, div_mul_cancel₀ _ hq.ne']
    push_cast
    ring
  · -- the two chosen points differ by a multiple of `g`
    have hc : 2 * π * ((m : ℝ) + 1) / (g ⬝ᵥ g) - 2 * π * (m : ℝ) / (g ⬝ᵥ g)
        = 2 * π / (g ⬝ᵥ g) := by ring
    have hc0 : 0 ≤ 2 * π / (g ⬝ᵥ g) := by positivity
    rw [← sub_smul, hc]
    simp only [planeSpacing, len, smul_dotProduct, dotProduct_smul, smul_eq_mul]
    rw [← mul_assoc, Real.sqrt_mul (mul_nonneg hc0 hc0), Real.sqrt_mul_self hc0,
      div_mul_eq_mul_div, div_eq_div_iff hr.ne' hq.ne']
    linear_combination (-(2 * π)) * hrr
  · rintro r ⟨x, hx, y, hy, rfl⟩
    change g ⬝ᵥ x = 2 * π * (m : ℝ) at hx
    change g ⬝ᵥ y = 2 * π * ((m + 1 : ℤ) : ℝ) at hy
    have e : g ⬝ᵥ (y - x) = 2 * π := by
      rw [dotProduct_sub, hy, hx]
      push_cast
      ring
    -- Cauchy-Schwarz
    have cs : g ⬝ᵥ (y - x) ≤ len g * len (y - x) := by
      simp only [len, dotProduct, ← sq]
      exact Real.sum_mul_le_sqrt_mul_sqrt Finset.univ g (y - x)
    have hl : 0 < len g := hr
    rw [planeSpacing, div_le_iff₀ hl]
    linarith

/-- An invertible deformation carries each plane of `g` onto the plane of the same index
of the deformed reciprocal vector. -/
theorem image_latticePlane {F : Matrix ι ι ℝ} (hF : IsUnit F.det) (g : ι → ℝ) (m : ℤ) :
    (fun x => F *ᵥ x) '' latticePlane g m = latticePlane (deformedRecip F g) m := by
  have key : ∀ y, deformedRecip F g ⬝ᵥ y = g ⬝ᵥ (F⁻¹ *ᵥ y) := fun y => by
    rw [deformedRecip, Matrix.mulVec_transpose, Matrix.dotProduct_mulVec]
  ext y
  constructor
  · rintro ⟨x, hx, rfl⟩
    change deformedRecip F g ⬝ᵥ (F *ᵥ x) = _
    rw [key, Matrix.mulVec_mulVec, Matrix.nonsing_inv_mul F hF, Matrix.one_mulVec]
    exact hx
  · intro hy
    refine ⟨F⁻¹ *ᵥ y, (key y).symm.trans hy, ?_⟩
    change F *ᵥ (F⁻¹ *ᵥ y) = y
    rw [Matrix.mulVec_mulVec, Matrix.mul_nonsing_inv F hF, Matrix.one_mulVec]

/-- Under the deformation `I + tE` the reciprocal vector changes at the initial rate `-Eᵀg`. -/
theorem hasDerivAt_deformedRecip (g : ι → ℝ) (E : Matrix ι ι ℝ) :
    HasDerivAt (fun t : ℝ => deformedRecip (1 + t • E) g) (-(Eᵀ *ᵥ g)) 0 := by
  have hM : Continuous fun t : ℝ => (1 + t • E : Matrix ι ι ℝ) :=
    continuous_const.add (continuous_id.smul continuous_const)
  have hinv : ContinuousAt (fun t : ℝ => (1 + t • E : Matrix ι ι ℝ)⁻¹) 0 := by
    simp only [Matrix.inv_def, Ring.inverse_eq_inv']
    exact (hM.matrix_det.continuousAt.inv₀ (by simp)).smul hM.matrix_adjugate.continuousAt
  have hc : Continuous fun A : Matrix ι ι ℝ => Eᵀ *ᵥ (Aᵀ *ᵥ g) :=
    continuous_const.matrix_mulVec
      (continuous_id.matrix_transpose.matrix_mulVec continuous_const)
  have hh : Filter.Tendsto (fun t : ℝ => Eᵀ *ᵥ deformedRecip (1 + t • E) g)
      (𝓝 0) (𝓝 (Eᵀ *ᵥ g)) := by
    have h := (hc.tendsto _).comp hinv.tendsto
    simpa [deformedRecip, Function.comp_def] using h
  have hsl : HasDerivAt (fun t : ℝ => t • (Eᵀ *ᵥ deformedRecip (1 + t • E) g))
      (Eᵀ *ᵥ g) 0 := by
    rw [hasDerivAt_iff_tendsto_slope]
    refine (hh.mono_left nhdsWithin_le_nhds).congr' ?_
    filter_upwards [self_mem_nhdsWithin] with t ht
    have ht0 : t ≠ 0 := ht
    simp [slope, inv_smul_smul₀ ht0]
  -- near `t = 0` the strained vector `k` obeys `k = g - t Eᵀ k`
  refine (hsl.const_sub g).congr_of_eventuallyEq ?_
  have hdet : ∀ᶠ t : ℝ in 𝓝 0, (1 + t • E : Matrix ι ι ℝ).det ≠ 0 :=
    hM.matrix_det.continuousAt.eventually_ne (by simp)
  filter_upwards [hdet] with t ht
  have h : (1 + t • E)ᵀ *ᵥ deformedRecip (1 + t • E) g = g := by
    rw [deformedRecip, Matrix.mulVec_mulVec, ← Matrix.transpose_mul,
      Matrix.nonsing_inv_mul _ (isUnit_iff_ne_zero.2 ht), Matrix.transpose_one,
      Matrix.one_mulVec]
  rw [Matrix.transpose_add, Matrix.transpose_smul, Matrix.transpose_one,
    Matrix.add_mulVec, Matrix.one_mulVec, Matrix.smul_mulVec] at h
  exact eq_sub_of_add_eq h

/-- The normal `u = g/|g|` has unit length, and under the deformation `I + tE` the plane spacing `d`
changes at the initial rate `d(0) uᵀEu`. -/
theorem hasDerivAt_planeSpacing {g : ι → ℝ} (hg : g ≠ 0) (E : Matrix ι ι ℝ) :
    unitNormal g ⬝ᵥ unitNormal g = 1 ∧
    HasDerivAt (fun t : ℝ => planeSpacing (deformedRecip (1 + t • E) g))
      (planeSpacing g * (unitNormal g ⬝ᵥ E *ᵥ unitNormal g)) 0 := by
  have hq := dot_self_pos hg
  have hr : 0 < √(g ⬝ᵥ g) := Real.sqrt_pos.2 hq
  have hrr := Real.mul_self_sqrt hq.le
  constructor
  · simp only [unitNormal, len, smul_dotProduct, dotProduct_smul, smul_eq_mul]
    generalize √(g ⬝ᵥ g) = r at hr hrr ⊢
    have hr0 := hr.ne'
    rw [← hrr]
    field_simp
  · have h0 : deformedRecip (1 + (0 : ℝ) • E) g = g := by simp [deformedRecip]
    have hi := hasDerivAt_pi.1 (hasDerivAt_deformedRecip g E)
    -- the squared length of the strained reciprocal vector
    have hdot : HasDerivAt (fun t : ℝ =>
        deformedRecip (1 + t • E) g ⬝ᵥ deformedRecip (1 + t • E) g)
        (-2 * (g ⬝ᵥ E *ᵥ g)) 0 := by
      have h := HasDerivAt.fun_sum (u := Finset.univ) fun i _ => (hi i).fun_mul (hi i)
      refine h.congr_deriv ?_
      simp only [h0]
      rw [Matrix.dotProduct_mulVec, ← Matrix.mulVec_transpose, dotProduct, Finset.mul_sum]
      refine Finset.sum_congr rfl fun i _ => ?_
      simp only [Pi.neg_apply]
      ring
    have hs := hdot.sqrt (by simpa only [h0] using hq.ne')
    have hd := (hasDerivAt_const (0 : ℝ) (2 * π)).fun_div hs
      (by simpa only [h0] using hr.ne')
    refine hd.congr_deriv ?_
    simp only [h0, unitNormal, planeSpacing, len, Matrix.mulVec_smul, smul_dotProduct,
      dotProduct_smul, smul_eq_mul]
    ring

/-- Under `I + tE` the spacings of all plane families are stationary at `t = 0` exactly when `E` is
antisymmetric. -/
theorem spacings_stationary_iff (E : Matrix ι ι ℝ) :
    (∀ g : ι → ℝ, g ≠ 0 →
      HasDerivAt (fun t : ℝ => planeSpacing (deformedRecip (1 + t • E) g)) 0 0) ↔
    Eᵀ = -E := by
  constructor
  · intro hE
    have hQ : ∀ g : ι → ℝ, g ⬝ᵥ E *ᵥ g = 0 := by
      intro g
      by_cases hg : g = 0
      · simp [hg]
      have hr : 0 < √(g ⬝ᵥ g) := Real.sqrt_pos.2 (dot_self_pos hg)
      have h := (hasDerivAt_planeSpacing hg E).2.unique (hE g hg)
      simp only [unitNormal, planeSpacing, len, Matrix.mulVec_smul, smul_dotProduct,
        dotProduct_smul, smul_eq_mul] at h
      generalize √(g ⬝ᵥ g) = r at h hr
      simpa [hr.ne', Real.pi_ne_zero] using h
    -- polarise the quadratic form on basis vectors
    ext i j
    have h1 := hQ (Pi.single i 1)
    have h2 := hQ (Pi.single j 1)
    have h3 := hQ (Pi.single i 1 + Pi.single j 1)
    rw [Matrix.mulVec_add, add_dotProduct, dotProduct_add, dotProduct_add, h1, h2] at h3
    simp at h3
    simp only [Matrix.transpose_apply, Matrix.neg_apply]
    linarith
  · intro hE g hg
    refine (hasDerivAt_planeSpacing hg E).2.congr_deriv ?_
    generalize unitNormal g = u
    have h1 : u ⬝ᵥ E *ᵥ u = (Eᵀ *ᵥ u) ⬝ᵥ u := by
      rw [Matrix.mulVec_transpose, Matrix.dotProduct_mulVec]
    rw [hE, Matrix.neg_mulVec, neg_dotProduct] at h1
    have h2 := dotProduct_comm (E *ᵥ u) u
    have h3 : u ⬝ᵥ E *ᵥ u = 0 := by linarith
    rw [h3, mul_zero]

/-- A simple shear of any size `s` along `a`, on planes with normal `n`, turns the
reciprocal vector `g` into `g - s (g·a) n`. -/
theorem deformedRecip_shear {a n : ι → ℝ} (han : a ⬝ᵥ n = 0) (s : ℝ) (g : ι → ℝ) :
    deformedRecip (1 + s • vecMulVec a n) g = g - (s * (g ⬝ᵥ a)) • n := by
  have hN : vecMulVec a n * vecMulVec a n = 0 := by
    ext i j
    have h : (vecMulVec a n * vecMulVec a n) i j = a i * (a ⬝ᵥ n) * n j := by
      simp only [Matrix.mul_apply, Matrix.vecMulVec_apply, dotProduct, Finset.mul_sum,
        Finset.sum_mul]
      exact Finset.sum_congr rfl fun _ _ => by ring
    rw [h, han]
    simp
  -- the inverse of a shear is the opposite shear
  have hinv : (1 + s • vecMulVec a n)⁻¹ = 1 - s • vecMulVec a n := by
    apply Matrix.inv_eq_right_inv
    rw [add_mul, one_mul, mul_sub, mul_one, smul_mul_smul_comm, hN, smul_zero, sub_zero,
      sub_add_cancel]
  have hv : (vecMulVec a n)ᵀ *ᵥ g = (g ⬝ᵥ a) • n := by
    ext j
    simp only [Matrix.mulVec, dotProduct, Matrix.transpose_apply, Matrix.vecMulVec_apply,
      Pi.smul_apply, smul_eq_mul, Finset.sum_mul]
    exact Finset.sum_congr rfl fun _ _ => by ring
  rw [deformedRecip, hinv, Matrix.transpose_sub, Matrix.transpose_one,
    Matrix.transpose_smul, Matrix.sub_mulVec, Matrix.one_mulVec, Matrix.smul_mulVec, hv,
    smul_smul]

/-- A nonzero simple shear leaves a reciprocal vector unchanged exactly when that vector is
perpendicular to the shear direction. -/
theorem shear_fixes_iff {a n : ι → ℝ} (han : a ⬝ᵥ n = 0) (hn : n ≠ 0) {s : ℝ}
    (hs : s ≠ 0) (g : ι → ℝ) :
    deformedRecip (1 + s • vecMulVec a n) g = g ↔ g ⬝ᵥ a = 0 := by
  rw [deformedRecip_shear han, sub_eq_self, smul_eq_zero, mul_eq_zero]
  tauto

end

end StrainedPlaneSpacing
```

```lean
#print axioms StrainedPlaneSpacing.image_latticePlane
#print axioms StrainedPlaneSpacing.hasDerivAt_planeSpacing
#print axioms StrainedPlaneSpacing.spacings_stationary_iff
#print axioms StrainedPlaneSpacing.shear_fixes_iff
```

```
'StrainedPlaneSpacing.image_latticePlane' depends on axioms: [propext, Classical.choice, Quot.sound]
'StrainedPlaneSpacing.hasDerivAt_planeSpacing' depends on axioms: [propext, Classical.choice, Quot.sound]
'StrainedPlaneSpacing.spacings_stationary_iff' depends on axioms: [propext, Classical.choice, Quot.sound]
'StrainedPlaneSpacing.shear_fixes_iff' depends on axioms: [propext, Classical.choice, Quot.sound]
```

## How the proof follows the derivation

`dot_self_pos` supplies $g\cdot g>0$, which licenses the divisions and the derivative of the square root. In `planeSpacing_isLeast`, the first three goals say that the two points along $g$ lie on their planes and are $2\pi/|g|$ apart. The last goal is the lower bound, where `cs` is Cauchy–Schwarz.

In `image_latticePlane`, the identity `key` moves the inverse transpose across the dot product. The two inclusions then use $F^{-1}F=I$ and $FF^{-1}=I$.

`hasDerivAt_deformedRecip` contains the limit argument:

- `hinv` proves continuity of the inverse at $t=0$, from its formula as adjugate over determinant.
- `hh` deduces $E^{T}k(t)\to E^{T}g$.
- `hsl` differentiates $tE^{T}k(t)$ at zero. Its difference quotient is $E^{T}k(t)$, so no derivative of $k$ is assumed.
- `hdet` gives invertibility near zero, where $k(t)$ may be replaced by $g-tE^{T}k(t)$. The step `congr_of_eventuallyEq` transfers the derivative.

In `hasDerivAt_planeSpacing`, `hdot` applies the product rule to each component and sums, giving $q'(0)=-2g^{T}Eg$. Then `hs` differentiates the square root and `hd` the quotient. The closing `ring` identifies the result with $d(0)\,u^{T}Eu$.

For `spacings_stationary_iff`, uniqueness of the derivative turns stationarity into `hQ`, the vanishing of $g^{T}Eg$. The facts `h1`, `h2` and `h3` evaluate it at $e_i$, $e_j$ and $e_i+e_j$. The reverse direction uses the sign change under transposition.

Finally, `deformedRecip_shear` proves that the square of $an^{T}$ vanishes (`hN`), finds the inverse (`hinv`) and computes $(an^{T})^{T}g=(g\cdot a)n$ (`hv`). `shear_fixes_iff` asks when the correction $s(g\cdot a)n$ is zero; with $s$ and $n$ nonzero, only $g\cdot a=0$ remains.
